# Convergence of scaled shift-and-invert iteration to the eigenvector component nearest the shift

Let E be a complex inner product space with a finite orthonormal basis u_k, and let H be a linear operator on E with

H u_k = l_k u_k, l_k real.

The inner product ⟨x, y⟩ is linear in its second argument, so ⟨u_k, v⟩ is the coefficient of v along u_k. One index o marks the target state. The shift s is a complex number, with real shifts included, and for s different from every l_k the Green's operator is

G(s) = (s − H)⁻¹.

One step of the scaled iteration applies

A = (s − l_o) G(s).

## The nearest level survives, the others decay

Suppose that s ≠ l_o and that s is strictly closer to l_o than to any other level:

|s − l_o| < |s − l_k| for every k ≠ o.

Then, for every vector v,

Aⁿ v → ⟨u_o, v⟩ u_o as n → ∞.

Physically, the inequality says that the shift singles out one non-degenerate level; the remaining levels may be degenerate among themselves. It also keeps s away from them, since |s − l_k| > |s − l_o| ≥ 0.

To derive the limit, start from (s − H) u_k = (s − l_k) u_k. The operator R defined by R u_k = u_k/(s − l_k) satisfies

(s − H) R u_k = u_k = R (s − H) u_k,

so R is the inverse of s − H, and G(s) u_k = u_k/(s − l_k). Hence

A u_k = r_k u_k, r_k = (s − l_o)/(s − l_k).

If Aⁿ u_k = r_kⁿ u_k, then Aⁿ⁺¹ u_k = Aⁿ(r_k u_k) = r_kⁿ⁺¹ u_k. The case n = 0 is immediate, so the formula holds for all n. Expanding v = Σ_k ⟨u_k, v⟩ u_k gives

Aⁿ v = Σ_k r_kⁿ ⟨u_k, v⟩ u_k.

Here r_o = 1, while |r_k| < 1 for k ≠ o. In this finite sum every term but the target one tends to zero, which is the claim.

The same argument gives a neighbouring result, power iteration, which is not formalised here: if l_o ≠ 0 and |l_k| < |l_o| for every k ≠ o, then (H/l_o)ⁿ v also tends to ⟨u_o, v⟩ u_o, with factors l_k/l_o in place of r_k.

## Error bound and energy estimate

Let y = v − ⟨u_o, v⟩ u_o be the initial error. Since A u_o = u_o, the error after n steps is Aⁿ y. Since ⟨u_o, y⟩ = 0, Parseval's identity gives

‖Aⁿ y‖² = Σ_{k≠o} |r_k|²ⁿ |⟨u_k, y⟩|² ≤ q²ⁿ ‖y‖²

whenever q ≥ 0 and |r_k| ≤ q for all k ≠ o. The error is therefore at most qⁿ ‖y‖.

The factor s − l_o contains the eigenvalue being sought. The Rayleigh quotient

ρ(x) = ⟨x, H x⟩/⟨x, x⟩

removes the need to know it. For c ≠ 0, numerator and denominator of ρ(cx) both acquire |c|², so ρ(cx) = ρ(x). Because Aⁿ v = (s − l_o)ⁿ G(s)ⁿ v, the scaled and unscaled iterates have the same quotient. If ⟨u_o, v⟩ ≠ 0, the limit vector is nonzero, ρ is continuous there, and

ρ(G(s)ⁿ v) → ρ(⟨u_o, v⟩ u_o) = ρ(u_o) = l_o.

For a Hermitian Hamiltonian matrix in a finite orthonormal basis, with each linear system solved exactly, a shift placed between two neighbouring levels, closer to the upper one, can thus select an excited state if that upper level is non-degenerate.

## The operator and its inverse in Lean

The finite index type `ι` labels the basis, which makes E finite-dimensional once a basis is given.

```lean
import Mathlib

open Filter Topology

namespace ShiftInvert

noncomputable section

variable {ι E : Type*} [Fintype ι] [NormedAddCommGroup E] [InnerProductSpace ℂ E]
```

An element of `Module.End ℂ E` is a linear map from E to itself. The definition of `green` uses the ring inverse, which is zero for a non-invertible operator; the theorems below all keep s off the spectrum.

```lean
/-- The Green's operator `G(z) = (z - H)⁻¹`, for `z` such that `z - H` is invertible. -/
def green (H : Module.End ℂ E) (z : ℂ) : Module.End ℂ E :=
  Ring.inverse (z • (1 : Module.End ℂ E) - H)
```

The Rayleigh quotient has the type of a complex number in the code, although for the Hermitian H considered here all its values are real, even when the shift is complex.

```lean
/-- The Rayleigh quotient `⟨x, H x⟩ / ⟨x, x⟩` of a nonzero vector `x`. -/
def rayleigh (H : Module.End ℂ E) (x : E) : ℂ :=
  inner ℂ x (H x) / inner ℂ x x
```

Hermiticity enters through the data: `u` is an orthonormal basis, `l` takes real values, and `hH` states the eigenvalue equations. For a given Hermitian matrix the spectral theorem supplies such a basis; here it is assumed. The action of G(s), by contrast, is proved. The proof constructs `R` from its values on the basis, `h1` and `h2` check the two products with s − H, and `h3` identifies `R` with `green H s`.

```lean
variable {H : Module.End ℂ E} {u : OrthonormalBasis ι ℂ E} {l : ι → ℝ} {s : ℂ}

/-- If `H` has the orthonormal eigenbasis `u` with eigenvalues `l`, and `s` is not an eigenvalue,
then `G(s)` multiplies the eigenvector `u k` by `1 / (s - l k)`. -/
theorem green_eigenvector (hH : ∀ k, H (u k) = (l k : ℂ) • u k)
    (hz : ∀ k, s ≠ (l k : ℂ)) (k : ι) :
    green H s (u k) = (s - (l k : ℂ))⁻¹ • u k := by
  have hne : ∀ j, s - (l j : ℂ) ≠ 0 := fun j => sub_ne_zero.mpr (hz j)
  -- the candidate inverse, defined on the eigenbasis
  obtain ⟨R, hR⟩ : ∃ R : Module.End ℂ E, ∀ j, R (u j) = (s - (l j : ℂ))⁻¹ • u j :=
    ⟨u.toBasis.constr ℂ (fun j => (s - (l j : ℂ))⁻¹ • u j), fun j => by
      simpa only [u.coe_toBasis] using
        u.toBasis.constr_basis ℂ (fun j => (s - (l j : ℂ))⁻¹ • u j) j⟩
  have hA : ∀ j, (s • (1 : Module.End ℂ E) - H) (u j) = (s - (l j : ℂ)) • u j := by
    intro j
    rw [LinearMap.sub_apply, LinearMap.smul_apply, Module.End.one_apply, hH, sub_smul]
  have h1 : (s • (1 : Module.End ℂ E) - H) * R = 1 := u.toBasis.ext fun j => by
    rw [u.coe_toBasis, Module.End.mul_apply, hR, map_smul, hA, smul_smul,
      inv_mul_cancel₀ (hne j), one_smul, Module.End.one_apply]
  have h2 : R * (s • (1 : Module.End ℂ E) - H) = 1 := u.toBasis.ext fun j => by
    rw [u.coe_toBasis, Module.End.mul_apply, hA, map_smul, hR, smul_smul,
      mul_inv_cancel₀ (hne j), one_smul, Module.End.one_apply]
  have h3 : green H s = R :=
    Ring.inverse_unit ⟨s • (1 : Module.End ℂ E) - H, R, h1, h2⟩
  rw [h3, hR]
```

## From eigenvectors to arbitrary vectors

The next theorem is the formula Aⁿ u_k = r_kⁿ u_k. Its induction peels off one application of A, evaluates it with `green_eigenvector`, and uses the induction hypothesis for the rest.

```lean
/-- For a shift `s` that is not an eigenvalue, `n` applications of `(s - l o) G(s)` multiply the
eigenvector `u k` by `((s - l o) / (s - l k)) ^ n`. -/
theorem iterate_eigenvector (hH : ∀ k, H (u k) = (l k : ℂ) • u k)
    (hz : ∀ k, s ≠ (l k : ℂ)) (o k : ι) (n : ℕ) :
    (((s - (l o : ℂ)) • green H s) ^ n) (u k)
      = ((s - (l o : ℂ)) / (s - (l k : ℂ))) ^ n • u k := by
  induction n with
  | zero => simp
  | succ n ih =>
    rw [pow_succ, Module.End.mul_apply, LinearMap.smul_apply, green_eigenvector hH hz,
      smul_smul, map_smul, ih, smul_smul, pow_succ', div_eq_mul_inv]
```

By linearity this extends to every v. The proof rewrites v as its eigenvector expansion, using `u.sum_repr'`, and treats the sum term by term.

```lean
/-- For a shift `s` that is not an eigenvalue, applying `(s - l o) G(s)` `n` times to any vector `v`
gives its eigenvector expansion with each component multiplied by `((s - l o) / (s - l k)) ^ n`. -/
theorem iterate_expansion (hH : ∀ k, H (u k) = (l k : ℂ) • u k)
    (hz : ∀ k, s ≠ (l k : ℂ)) (o : ι) (n : ℕ) (v : E) :
    (((s - (l o : ℂ)) • green H s) ^ n) v
      = ∑ k, (((s - (l o : ℂ)) / (s - (l k : ℂ))) ^ n * inner ℂ (u k) v) • u k := by
  conv_lhs => rw [← u.sum_repr' v]
  rw [map_sum]
  refine Finset.sum_congr rfl fun k _ => ?_
  rw [map_smul, iterate_eigenvector hH hz, smul_smul, mul_comm]
```

## The limit

In `shift_invert_tendsto`, `hs` says s ≠ l_o and `hgap` is the strict distance condition. `Tendsto` with `atTop` and `𝓝` expresses convergence in the norm of E as n grows. No overlap is required: if ⟨u_o, v⟩ = 0, the limit is the zero vector.

The proof first derives `hz`, that s avoids the whole spectrum. Then `key` takes the limit of each factor, one for k = o and zero otherwise, and `hlim` reduces the limiting sum to its single surviving term. The expansion theorem turns this into a statement about the iterates.

```lean
/-- **Convergence of shift-and-invert.** Let `H` have the orthonormal eigenbasis `u` with
eigenvalues `l`. If the shift `s` is not equal to `l o` and is strictly closer to `l o` than to
`l k` for every index `k ≠ o`, then `((s - l o) G(s)) ^ n v` converges to `⟨u o, v⟩ u o` for every
vector `v`. -/
theorem shift_invert_tendsto (hH : ∀ k, H (u k) = (l k : ℂ) • u k) (o : ι)
    (hs : s ≠ (l o : ℂ)) (hgap : ∀ k, k ≠ o → ‖s - (l o : ℂ)‖ < ‖s - (l k : ℂ)‖) (v : E) :
    Tendsto (fun n : ℕ => (((s - (l o : ℂ)) • green H s) ^ n) v) atTop
      (𝓝 (inner ℂ (u o) v • u o)) := by
  classical
  have hpos : ∀ k, k ≠ o → 0 < ‖s - (l k : ℂ)‖ := fun k hk =>
    lt_of_le_of_lt (norm_nonneg _) (hgap k hk)
  have hz : ∀ k, s ≠ (l k : ℂ) := by
    intro k
    by_cases hk : k = o
    · rw [hk]; exact hs
    · exact sub_ne_zero.mp (norm_pos_iff.mp (hpos k hk))
  -- each amplification factor tends to one (k = o) or to zero (k ≠ o)
  have key : Tendsto (fun n : ℕ =>
      ∑ k, (((s - (l o : ℂ)) / (s - (l k : ℂ))) ^ n * inner ℂ (u k) v) • u k) atTop
      (𝓝 (∑ k, ((if k = o then (1 : ℂ) else 0) * inner ℂ (u k) v) • u k)) := by
    refine tendsto_finsetSum _ fun k _ => Tendsto.smul_const (Tendsto.mul_const _ ?_) _
    by_cases hk : k = o
    · rw [if_pos hk, hk, div_self (sub_ne_zero.mpr hs)]
      show Tendsto (fun n : ℕ => (1 : ℂ) ^ n) atTop (𝓝 1)
      simp only [one_pow]
      exact tendsto_const_nhds
    · rw [if_neg hk]
      apply tendsto_pow_atTop_nhds_zero_of_norm_lt_one
      rw [norm_div]
      exact (div_lt_one (hpos k hk)).mpr (hgap k hk)
  have hlim : ∑ k, ((if k = o then (1 : ℂ) else 0) * inner ℂ (u k) v) • u k
      = inner ℂ (u o) v • u o := by
    simp [ite_mul, ite_smul]
  rw [hlim] at key
  exact key.congr fun n => (iterate_expansion hH hz o n v).symm
```

## A geometric rate

The hypothesis `hq` writes |r_k| ≤ q without a division. The theorem permits any q ≥ 0, but the bound decays only for q < 1. Under the strict distance condition such a q exists, because there are finitely many levels.

In the proof, `hfix` moves the error inside the iteration and `hy` records that it is orthogonal to u_o. The identities `parseval` and `hc` then reduce the bound to a comparison of squared coefficients, one k at a time.

```lean
/-- If `s` is not an eigenvalue and `|s - l o| ≤ q |s - l k|` for all `k ≠ o`, with `q ≥ 0`, then
the distance of `((s - l o) G(s)) ^ n v` from `⟨u o, v⟩ u o` is at most `q ^ n` times that of `v`.
-/
theorem shift_invert_rate (hH : ∀ k, H (u k) = (l k : ℂ) • u k)
    (hz : ∀ k, s ≠ (l k : ℂ)) (o : ι) {q : ℝ} (hq0 : 0 ≤ q)
    (hq : ∀ k, k ≠ o → ‖s - (l o : ℂ)‖ ≤ q * ‖s - (l k : ℂ)‖) (n : ℕ) (v : E) :
    ‖(((s - (l o : ℂ)) • green H s) ^ n) v - inner ℂ (u o) v • u o‖
      ≤ q ^ n * ‖v - inner ℂ (u o) v • u o‖ := by
  -- the target component is left unchanged, so the error itself is iterated
  have hfix : (((s - (l o : ℂ)) • green H s) ^ n) v - inner ℂ (u o) v • u o
      = (((s - (l o : ℂ)) • green H s) ^ n) (v - inner ℂ (u o) v • u o) := by
    rw [map_sub, map_smul, iterate_eigenvector hH hz, div_self (sub_ne_zero.mpr (hz o)),
      one_pow, one_smul]
  have hy : inner ℂ (u o) (v - inner ℂ (u o) v • u o) = 0 := by
    simp [inner_self_eq_norm_sq_to_K, u.orthonormal.1 o]
  rw [hfix]
  generalize v - inner ℂ (u o) v • u o = y at hy ⊢
  have parseval : ∀ x : E, ‖x‖ ^ 2 = ∑ k, ‖inner ℂ (u k) x‖ ^ 2 := by
    intro x
    rw [← u.repr.norm_map x, EuclideanSpace.norm_sq_eq]
    simp [u.repr_apply_apply]
  have hc : ∀ k, inner ℂ (u k) ((((s - (l o : ℂ)) • green H s) ^ n) y)
      = ((s - (l o : ℂ)) / (s - (l k : ℂ))) ^ n * inner ℂ (u k) y := by
    intro k
    rw [iterate_expansion hH hz, u.orthonormal.inner_right_fintype]
  refine (sq_le_sq₀ (norm_nonneg _) (by positivity)).1 ?_
  rw [mul_pow, parseval, parseval y, Finset.mul_sum]
  refine Finset.sum_le_sum fun k _ => ?_
  rw [hc, norm_mul, norm_pow, mul_pow]
  by_cases hk : k = o
  · rw [hk, hy]; simp
  · have hr : ‖(s - (l o : ℂ)) / (s - (l k : ℂ))‖ ≤ q := by
      rw [norm_div]
      exact (div_le_iff₀ (norm_pos_iff.mpr (sub_ne_zero.mpr (hz k)))).mpr (hq k hk)
    gcongr
```

## The eigenvalue from unscaled iterates

Scale invariance comes first, by cancelling the common factor |c|².

```lean
/-- The Rayleigh quotient does not change when the vector is multiplied by a nonzero number. -/
theorem rayleigh_smul (H : Module.End ℂ E) (x : E) {c : ℂ} (hc : c ≠ 0) :
    rayleigh H (c • x) = rayleigh H x := by
  have h : ∀ y : E, inner ℂ (c • x) (c • y) = (starRingEnd ℂ c * c) * inner ℂ x y := by
    intro y
    rw [inner_smul_left, inner_smul_right, mul_assoc]
  unfold rayleigh
  rw [map_smul, h, h, mul_div_mul_left _ _ (mul_ne_zero ((map_ne_zero _).mpr hc) hc)]
```

The energy theorem adds the overlap hypothesis `hv`. Finite dimension makes H continuous, `hc` gives continuity of the quotient at the limit vector, and `hval` computes its value there. The last line uses scale invariance to replace A by G(s).

```lean
/-- If `s ≠ l o` is strictly closer to `l o` than to `l k` for every index `k ≠ o`, and `v` overlaps
with `u o`, then the Rayleigh quotients of the unscaled iterates `G(s) ^ n v` converge to `l o`. -/
theorem rayleigh_tendsto (hH : ∀ k, H (u k) = (l k : ℂ) • u k) (o : ι)
    (hs : s ≠ (l o : ℂ)) (hgap : ∀ k, k ≠ o → ‖s - (l o : ℂ)‖ < ‖s - (l k : ℂ)‖)
    {v : E} (hv : inner ℂ (u o) v ≠ 0) :
    Tendsto (fun n : ℕ => rayleigh H ((green H s ^ n) v)) atTop (𝓝 (l o : ℂ)) := by
  have : FiniteDimensional ℂ E := Module.Finite.of_basis u.toBasis
  have hHc : Continuous H := LinearMap.continuous_of_finiteDimensional H
  have hu : u o ≠ 0 := u.orthonormal.ne_zero o
  have h1 : Continuous fun x : E => inner ℂ x (H x) := continuous_id.inner hHc
  have h2 : Continuous fun x : E => inner ℂ x x := continuous_id.inner continuous_id
  -- the quotient is continuous at the nonzero limit vector
  have hc : ContinuousAt (rayleigh H) (inner ℂ (u o) v • u o) :=
    h1.continuousAt.div h2.continuousAt (inner_self_ne_zero.mpr (smul_ne_zero hv hu))
  have hval : rayleigh H (inner ℂ (u o) v • u o) = (l o : ℂ) := by
    rw [rayleigh_smul H _ hv]
    unfold rayleigh
    rw [hH, inner_smul_right, mul_div_assoc, div_self (inner_self_ne_zero.mpr hu), mul_one]
  have hlim : Tendsto (fun n : ℕ => rayleigh H ((((s - (l o : ℂ)) • green H s) ^ n) v)) atTop
      (𝓝 (rayleigh H (inner ℂ (u o) v • u o))) :=
    hc.tendsto.comp (shift_invert_tendsto hH o hs hgap v)
  rw [hval] at hlim
  refine hlim.congr fun n => ?_
  rw [smul_pow, LinearMap.smul_apply, rayleigh_smul H _ (pow_ne_zero n (sub_ne_zero.mpr hs))]
```

## A shift halfway between two levels

If s = (l_o + l_k)/2 and s is not an eigenvalue, then s − l_o = −(s − l_k), so r_k = −1 and

Aⁿ u_k = (−1)ⁿ u_k.

This sequence keeps norm one and does not converge, so the convergence theorem would fail with ≤ in place of the strict inequality.

```lean
/-- If the shift is not an eigenvalue and lies midway between `l o` and `l k`, then
`((s - l o) G(s)) ^ n` multiplies the eigenvector `u k` by `(-1) ^ n`. -/
theorem midpoint_alternates (hH : ∀ k, H (u k) = (l k : ℂ) • u k)
    (hz : ∀ k, s ≠ (l k : ℂ)) (o k : ι) (hmid : s = ((l o : ℂ) + (l k : ℂ)) / 2) (n : ℕ) :
    (((s - (l o : ℂ)) • green H s) ^ n) (u k) = (-1 : ℂ) ^ n • u k := by
  have h : (s - (l o : ℂ)) / (s - (l k : ℂ)) = -1 := by
    rw [div_eq_iff (sub_ne_zero.mpr (hz k)), hmid]
    ring
  rw [iterate_eigenvector hH hz, h]
```

## Two levels with the shift at zero

Take levels 1 and 3 and s = 0, with the lower level as target. In Lean the two basis indices are 0 and 1, and o = 0. Then G(0) = −H⁻¹ and A = H⁻¹, so a vector with components (a, b) is sent after n steps to

(a, b/3ⁿ).

The Hamiltonian is defined by its action on the standard basis.

```lean
/-- The two-level Hamiltonian that is diagonal in the standard basis, with levels 1 and 3. -/
def twoLevel : Module.End ℂ (EuclideanSpace ℂ (Fin 2)) :=
  (EuclideanSpace.basisFun (Fin 2) ℂ).toBasis.constr ℂ
    (fun k => (((![1, 3] : Fin 2 → ℝ) k : ℝ) : ℂ) • EuclideanSpace.basisFun (Fin 2) ℂ k)
```

The final theorem checks the eigenvalue equations, s ≠ l_o and the distance condition |0 − 1| < |0 − 3| for this example.

```lean
/-- The two-level Hamiltonian with levels 1 and 3, its standard basis and the shift `s = 0` meet
the hypotheses of the convergence theorem. -/
theorem shift_invert_witness :
    (∀ k, twoLevel (EuclideanSpace.basisFun (Fin 2) ℂ k)
      = (((![1, 3] : Fin 2 → ℝ) k : ℝ) : ℂ) • EuclideanSpace.basisFun (Fin 2) ℂ k) ∧
    (0 : ℂ) ≠ (((![1, 3] : Fin 2 → ℝ) 0 : ℝ) : ℂ) ∧
    ∀ k : Fin 2, k ≠ 0 → ‖(0 : ℂ) - (((![1, 3] : Fin 2 → ℝ) 0 : ℝ) : ℂ)‖
      < ‖(0 : ℂ) - (((![1, 3] : Fin 2 → ℝ) k : ℝ) : ℂ)‖ := by
  refine ⟨fun k => ?_, by simp, fun k hk => ?_⟩
  · have h := (EuclideanSpace.basisFun (Fin 2) ℂ).toBasis.constr_basis ℂ
      (fun k => (((![1, 3] : Fin 2 → ℝ) k : ℝ) : ℂ) • EuclideanSpace.basisFun (Fin 2) ℂ k) k
    rw [OrthonormalBasis.coe_toBasis] at h
    exact h
  · fin_cases k
    · exact absurd rfl hk
    · norm_num

end

end ShiftInvert
```

```lean
#print axioms ShiftInvert.shift_invert_tendsto
-- 'ShiftInvert.shift_invert_tendsto' depends on axioms: [propext, Classical.choice, Quot.sound]
#print axioms ShiftInvert.shift_invert_rate
-- 'ShiftInvert.shift_invert_rate' depends on axioms: [propext, Classical.choice, Quot.sound]
#print axioms ShiftInvert.rayleigh_tendsto
-- 'ShiftInvert.rayleigh_tendsto' depends on axioms: [propext, Classical.choice, Quot.sound]
#print axioms ShiftInvert.midpoint_alternates
-- 'ShiftInvert.midpoint_alternates' depends on axioms: [propext, Classical.choice, Quot.sound]
```

The results concern exact inverses in a finite-dimensional space. They do not treat rounding errors, approximate linear solvers, continuous spectra or a degenerate target level.
